# Two unitary qubit gates U and V send some state to orthogonal outputs exactly when tr(U†V) = 0

For unitary 2 × 2 matrices U and V and every normalised state x,

|⟨Ux, Vx⟩| ≥ |tr(U†V)| / 2,

and some equal-weight superposition of the two basis states attains equality. A normalised x with Ux ⟂ Vx therefore exists if and only if tr(U†V) = 0. The same lower bound holds when the qubit is entangled with an ancilla of any finite dimension on which the gates do not act.

The physical problem is to decide, from one use of an unknown device, whether it applied U or V. One prepares a probe, sends it through and measures the output. Orthogonal outputs can be told apart with certainty.

## Comparing gates by a single trace

A code that compiles or calibrates gates can compare an achieved gate V with its target U through |tr(U†V)|/2, which ignores a global phase. For noiseless single-qubit gates this number is also the smallest output overlap over all pure inputs, and its square is the worst-case state fidelity. No search over input states is needed.

Rounding can leave a computed trace slightly off zero. Because the bound is attained, it gives a tolerance its meaning: some probe has output overlap of modulus at most ε exactly when |tr(U†V)| ≤ 2ε.

For U = 1 and V = diag(e^(−iθ/2), e^(iθ/2)), the smallest overlap is |cos(θ/2)|. It tends to 1 as θ → 0, where the gates coincide and no probe helps, and it vanishes at θ = π.

## From the adjugate to the bound

The inner product is ⟨a, b⟩ = Σ aᵢ* bᵢ, and matrix indices run over 0 and 1. Put W = U†V. Then W†W = V†UU†V = 1, so W is unitary, and the overlap is an expectation value:

w = ⟨Ux, Vx⟩ = ⟨x, Wx⟩.

Taking determinants in W†W = 1 gives |det W| = 1. The adjugate of W has diagonal entries W₁₁, W₀₀ and off-diagonal entries −W₀₁, −W₁₀, so adj W + W = tr(W) 1. Multiplying W adj W = det(W) 1 from the left by W† gives adj W = det(W) W†. Hence

det(W) W† + W = tr(W) 1.

In a normalised state x, W† has expectation value w*, so

det(W) w* + w = tr W.

The triangle inequality now gives |tr W| ≤ 2|w|.

With an ancilla, the relative gate is A = (U ⊗ 1)†(V ⊗ 1) = W ⊗ 1. Tensoring the matrix identity with 1 gives

det(W) A† + A = tr(W) 1,

and the same argument applies. The determinant and trace are still those of the 2 × 2 matrix W, not of A.

For equality, take x = (1, u)/√2 with |u| = 1. Then

⟨x, Wx⟩ = (tr W + u W₀₁ + u* W₁₀) / 2.

The (0, 1) entry of the matrix identity reads det(W) W₁₀* + W₀₁ = 0, so |W₀₁| = |W₁₀|. If both vanish, u = 1 will do. Otherwise choose u with u² = −W₁₀/W₀₁, which has modulus one. Multiplying u² W₀₁ = −W₁₀ by u* gives u W₀₁ = −u* W₁₀. The off-diagonal terms cancel and w = tr(W)/2.

If some probe gives w = 0, the bound forces tr W = 0. If tr W = 0, the probe just constructed gives w = 0. Orthogonal outputs obtained with an ancilla also force tr W = 0, so a probe without an ancilla then exists.

## The Lean file

```lean
import Mathlib

open Matrix
open scoped Kronecker

namespace QubitGateDiscrimination

noncomputable section

/-- The inner product of the two output vectors `A x` and `B x` obtained from the same probe `x`. -/
def overlap {n : Type*} [Fintype n] (A B : Matrix n n ℂ) (x : n → ℂ) : ℂ :=
  star (A *ᵥ x) ⬝ᵥ (B *ᵥ x)

/-- The qubit vector `(1, u) / √2`. -/
def equatorProbe (u : ℂ) : Fin 2 → ℂ :=
  (((Real.sqrt 2)⁻¹ : ℝ) : ℂ) • ![1, u]

/-- The overlap of the two outputs is the expectation value of `A† B` in the probe. -/
theorem overlap_eq_expectation {n : Type*} [Fintype n] (A B : Matrix n n ℂ) (x : n → ℂ) :
    overlap A B x = star x ⬝ᵥ ((Aᴴ * B) *ᵥ x) := by
  unfold overlap
  rw [Matrix.star_mulVec, ← Matrix.dotProduct_mulVec, Matrix.mulVec_mulVec]

/-- For two qubit gates `U` and `V`, the relative gate `U† V` is unitary. -/
theorem relative_gate_unitary {U V : Matrix (Fin 2) (Fin 2) ℂ}
    (hU : U ∈ unitaryGroup (Fin 2) ℂ) (hV : V ∈ unitaryGroup (Fin 2) ℂ) :
    Uᴴ * V ∈ unitaryGroup (Fin 2) ℂ := by
  have hU' : U * Uᴴ = 1 := mem_unitaryGroup_iff.mp hU
  have hV' : Vᴴ * V = 1 := mem_unitaryGroup_iff'.mp hV
  rw [mem_unitaryGroup_iff', Matrix.star_eq_conjTranspose, Matrix.conjTranspose_mul,
    Matrix.conjTranspose_conjTranspose]
  calc Vᴴ * U * (Uᴴ * V) = Vᴴ * (U * Uᴴ) * V := by simp only [Matrix.mul_assoc]
    _ = 1 := by rw [hU', Matrix.mul_one, hV']

/-- A qubit gate `W` has a determinant of modulus one and satisfies
`det(W) W† + W = tr(W) 1`. -/
theorem det_smul_adjoint_add {W : Matrix (Fin 2) (Fin 2) ℂ}
    (hW : W ∈ unitaryGroup (Fin 2) ℂ) :
    ‖W.det‖ = 1 ∧ W.det • Wᴴ + W = W.trace • (1 : Matrix (Fin 2) (Fin 2) ℂ) := by
  have hW' : Wᴴ * W = 1 := mem_unitaryGroup_iff'.mp hW
  constructor
  · have h := congrArg (fun M : Matrix (Fin 2) (Fin 2) ℂ => ‖M.det‖) hW'
    simp only [Matrix.det_mul, Matrix.det_conjTranspose, Matrix.det_one, norm_mul,
      norm_star, norm_one] at h
    exact (mul_self_eq_one_iff.mp h).resolve_right
      (fun h' => by linarith [norm_nonneg W.det])
  · -- unitarity turns the adjugate into a multiple of the adjoint
    have h1 : W.det • Wᴴ = W.adjugate := by
      calc W.det • Wᴴ = Wᴴ * (W * W.adjugate) := by
            rw [Matrix.mul_adjugate, Matrix.mul_smul, Matrix.mul_one]
        _ = W.adjugate := by rw [← Matrix.mul_assoc, hW', Matrix.one_mul]
    rw [h1, Matrix.adjugate_fin_two, Matrix.trace_fin_two]
    ext i j
    fin_cases i <;> fin_cases j <;> simp [add_comm]

/-- If `d A† + A = t 1` with `|d| = 1`, then the expectation value of `A` in any normalised
state has modulus at least `|t| / 2`. -/
theorem half_le_norm_expectation {n : Type*} [Fintype n] [DecidableEq n]
    {A : Matrix n n ℂ} {d t : ℂ} (hd : ‖d‖ = 1)
    (h : d • Aᴴ + A = t • (1 : Matrix n n ℂ)) {x : n → ℂ} (hx : star x ⬝ᵥ x = 1) :
    ‖t‖ / 2 ≤ ‖star x ⬝ᵥ (A *ᵥ x)‖ := by
  have hs : star x ⬝ᵥ (Aᴴ *ᵥ x) = star (star x ⬝ᵥ (A *ᵥ x)) := by
    rw [Matrix.dotProduct_mulVec (star x) Aᴴ x, ← Matrix.star_mulVec]
    exact Matrix.star_dotProduct _ _
  -- the matrix identity, read in the state `x`
  have h2 := congrArg (fun M : Matrix n n ℂ => star x ⬝ᵥ (M *ᵥ x)) h
  simp only [Matrix.add_mulVec, Matrix.smul_mulVec, Matrix.one_mulVec, dotProduct_add,
    dotProduct_smul, hs, hx, smul_eq_mul, mul_one] at h2
  have h3 := norm_add_le (d * star (star x ⬝ᵥ (A *ᵥ x))) (star x ⬝ᵥ (A *ᵥ x))
  rw [h2, norm_mul, hd, norm_star, one_mul] at h3
  linarith

/-- For a phase `u`, the expectation value of `W` in `(1, u) / √2` is half the trace of `W`
plus half the contribution of the two off-diagonal entries. -/
theorem equatorProbe_expectation (W : Matrix (Fin 2) (Fin 2) ℂ) {u : ℂ} (hu : ‖u‖ = 1) :
    star (equatorProbe u) ⬝ᵥ (W *ᵥ equatorProbe u)
      = (W.trace + (u * W 0 1 + star u * W 1 0)) / 2 := by
  have huu : star u * u = 1 := by
    have h : star u * u = (‖u‖ : ℂ) ^ 2 := Complex.conj_mul' u
    rw [h, hu]
    simp
  have hc : star (((Real.sqrt 2)⁻¹ : ℝ) : ℂ) = (((Real.sqrt 2)⁻¹ : ℝ) : ℂ) :=
    Complex.conj_ofReal _
  have hs : (((Real.sqrt 2)⁻¹ : ℝ) : ℂ) * (((Real.sqrt 2)⁻¹ : ℝ) : ℂ) = 1 / 2 := by
    rw [← Complex.ofReal_mul, ← mul_inv, Real.mul_self_sqrt (by norm_num)]
    norm_num
  rw [Matrix.trace_fin_two]
  simp only [equatorProbe, Matrix.mulVec, dotProduct, Fin.sum_univ_two, Pi.star_apply,
    Pi.smul_apply, smul_eq_mul, Matrix.cons_val_zero, Matrix.cons_val_one,
    Matrix.cons_val_fin_one, star_mul', star_one, hc]
  linear_combination (W 0 0 + u * W 0 1 + star u * W 1 0 + star u * u * W 1 1) * hs
    + (W 1 1 / 2) * huu

/-- For qubit gates `U` and `V` and a normalised state of the qubit and a finite-dimensional
ancilla, the outputs of `U ⊗ 1` and `V ⊗ 1` overlap by at least `|tr(U† V)| / 2`. -/
theorem half_trace_le_overlap_ancilla {m : Type*} [Fintype m] [DecidableEq m]
    {U V : Matrix (Fin 2) (Fin 2) ℂ}
    (hU : U ∈ unitaryGroup (Fin 2) ℂ) (hV : V ∈ unitaryGroup (Fin 2) ℂ)
    {ψ : Fin 2 × m → ℂ} (hψ : star ψ ⬝ᵥ ψ = 1) :
    ‖(Uᴴ * V).trace‖ / 2
      ≤ ‖overlap (U ⊗ₖ (1 : Matrix m m ℂ)) (V ⊗ₖ (1 : Matrix m m ℂ)) ψ‖ := by
  obtain ⟨hd, h⟩ := det_smul_adjoint_add (relative_gate_unitary hU hV)
  rw [overlap_eq_expectation, Matrix.conjTranspose_kronecker, Matrix.conjTranspose_one,
    ← Matrix.mul_kronecker_mul, Matrix.one_mul]
  refine half_le_norm_expectation hd ?_ hψ
  rw [Matrix.conjTranspose_kronecker, Matrix.conjTranspose_one, ← Matrix.smul_kronecker,
    ← Matrix.add_kronecker, h, Matrix.smul_kronecker, Matrix.one_kronecker_one]

/-- For qubit gates `U` and `V` and a normalised qubit probe, the two outputs overlap by at
least `|tr(U† V)| / 2`. -/
theorem half_trace_le_overlap {U V : Matrix (Fin 2) (Fin 2) ℂ}
    (hU : U ∈ unitaryGroup (Fin 2) ℂ) (hV : V ∈ unitaryGroup (Fin 2) ℂ)
    {x : Fin 2 → ℂ} (hx : star x ⬝ᵥ x = 1) :
    ‖(Uᴴ * V).trace‖ / 2 ≤ ‖overlap U V x‖ := by
  obtain ⟨hd, h⟩ := det_smul_adjoint_add (relative_gate_unitary hU hV)
  rw [overlap_eq_expectation]
  exact half_le_norm_expectation hd h hx

/-- For qubit gates `U` and `V` there is a phase `u` such that the probe `(1, u) / √2` is
normalised and its two outputs have overlap exactly `tr(U† V) / 2`. -/
theorem exists_optimal_probe {U V : Matrix (Fin 2) (Fin 2) ℂ}
    (hU : U ∈ unitaryGroup (Fin 2) ℂ) (hV : V ∈ unitaryGroup (Fin 2) ℂ) :
    ∃ u : ℂ, ‖u‖ = 1 ∧ star (equatorProbe u) ⬝ᵥ equatorProbe u = 1 ∧
      overlap U V (equatorProbe u) = (Uᴴ * V).trace / 2 := by
  obtain ⟨hd, h⟩ := det_smul_adjoint_add (relative_gate_unitary hU hV)
  simp only [overlap_eq_expectation]
  generalize Uᴴ * V = W at hd h ⊢
  -- the off-diagonal entries of the relative gate have equal modulus
  have h01 : W.det * star (W 1 0) + W 0 1 = 0 := by
    simpa using congrFun (congrFun h 0) 1
  have hn : ‖W 0 1‖ = ‖W 1 0‖ := by
    have e : W 0 1 = -(W.det * star (W 1 0)) := by linear_combination h01
    rw [e, norm_neg, norm_mul, hd, norm_star, one_mul]
  -- so a relative phase makes their contributions cancel
  have hphase : ∃ u : ℂ, ‖u‖ = 1 ∧ u * W 0 1 + star u * W 1 0 = 0 := by
    by_cases hb : W 0 1 = 0
    · have hc : W 1 0 = 0 := by
        rw [← norm_eq_zero, ← hn, hb, norm_zero]
      exact ⟨1, norm_one, by rw [hb, hc]; ring⟩
    · obtain ⟨u, hu⟩ := IsAlgClosed.exists_pow_nat_eq (-(W 1 0) / W 0 1) (n := 2) two_pos
      have hu1 : ‖u‖ = 1 := by
        have h2 : ‖u‖ * ‖u‖ = 1 := by
          rw [← norm_mul, ← pow_two, hu, norm_div, norm_neg, ← hn]
          exact div_self (norm_ne_zero_iff.mpr hb)
        exact (mul_self_eq_one_iff.mp h2).resolve_right
          (fun h' => by linarith [norm_nonneg u])
      have huu : star u * u = 1 := by
        have h2 : star u * u = (‖u‖ : ℂ) ^ 2 := Complex.conj_mul' u
        rw [h2, hu1]
        simp
      have hub : u ^ 2 * W 0 1 = -(W 1 0) := by
        rw [hu, div_mul_cancel₀ _ hb]
      exact ⟨u, hu1, by linear_combination star u * hub - u * W 0 1 * huu⟩
  obtain ⟨u, hu, hcancel⟩ := hphase
  refine ⟨u, hu, ?_, ?_⟩
  · have h1 := equatorProbe_expectation 1 hu
    rw [Matrix.one_mulVec] at h1
    rw [h1, Matrix.trace_fin_two]
    norm_num [Matrix.one_apply]
  · rw [equatorProbe_expectation W hu, hcancel, add_zero]

/-- Two qubit gates `U` and `V` send some normalised probe to orthogonal outputs if and only
if `tr(U† V) = 0`. -/
theorem perfect_discrimination_iff {U V : Matrix (Fin 2) (Fin 2) ℂ}
    (hU : U ∈ unitaryGroup (Fin 2) ℂ) (hV : V ∈ unitaryGroup (Fin 2) ℂ) :
    (∃ x : Fin 2 → ℂ, star x ⬝ᵥ x = 1 ∧ overlap U V x = 0) ↔ (Uᴴ * V).trace = 0 := by
  constructor
  · rintro ⟨x, hx, h0⟩
    have h := half_trace_le_overlap hU hV hx
    rw [h0, norm_zero] at h
    exact norm_le_zero_iff.mp (by linarith)
  · intro ht
    obtain ⟨u, -, hx, h⟩ := exists_optimal_probe hU hV
    exact ⟨equatorProbe u, hx, by rw [h, ht, zero_div]⟩

/-- If a normalised state of the qubit and a finite-dimensional ancilla is sent to orthogonal
outputs by `U ⊗ 1` and `V ⊗ 1`, with `U` and `V` qubit gates, then some normalised state of
the qubit alone is sent to orthogonal outputs by `U` and `V`. -/
theorem ancilla_not_needed {m : Type*} [Fintype m] [DecidableEq m]
    {U V : Matrix (Fin 2) (Fin 2) ℂ}
    (hU : U ∈ unitaryGroup (Fin 2) ℂ) (hV : V ∈ unitaryGroup (Fin 2) ℂ)
    {ψ : Fin 2 × m → ℂ} (hψ : star ψ ⬝ᵥ ψ = 1)
    (h0 : overlap (U ⊗ₖ (1 : Matrix m m ℂ)) (V ⊗ₖ (1 : Matrix m m ℂ)) ψ = 0) :
    ∃ x : Fin 2 → ℂ, star x ⬝ᵥ x = 1 ∧ overlap U V x = 0 := by
  have h := half_trace_le_overlap_ancilla hU hV hψ
  rw [h0, norm_zero] at h
  exact (perfect_discrimination_iff hU hV).mpr (norm_le_zero_iff.mp (by linarith))

end

end QubitGateDiscrimination
```

```lean
#print axioms QubitGateDiscrimination.perfect_discrimination_iff
#print axioms QubitGateDiscrimination.ancilla_not_needed
```

```
'QubitGateDiscrimination.perfect_discrimination_iff' depends on axioms: [propext, Classical.choice, Quot.sound]
'QubitGateDiscrimination.ancilla_not_needed' depends on axioms: [propext, Classical.choice, Quot.sound]
```

## What is established for ideal qubit gates

Membership in `unitaryGroup (Fin 2) ℂ` says that a gate is a unitary 2 × 2 matrix, and `ᴴ` is the adjoint. A probe is a complex vector with `star x ⬝ᵥ x = 1`; the conjugation comes from `star`, since `⬝ᵥ` alone does not conjugate. The function `overlap` returns the complex amplitude ⟨Ux, Vx⟩, not its squared modulus. A joint state has type `Fin 2 × m → ℂ`, with `m` a finite index set for the ancilla, and may be entangled. The gates act on it as `U ⊗ₖ 1` and `V ⊗ₖ 1`.

The lemma `det_smul_adjoint_add` proves the matrix identity through the adjugate. `half_le_norm_expectation` takes its expectation value with `congrArg` and applies the triangle inequality. It is stated for any finite dimension, so it serves both `half_trace_le_overlap` and `half_trace_le_overlap_ancilla`. `equatorProbe_expectation` computes the expectation value in (1, u)/√2. In `exists_optimal_probe`, a case split on `W 0 1 = 0` separates the two choices of u, and `IsAlgClosed.exists_pow_nat_eq` supplies the square root. `perfect_discrimination_iff` and `ancilla_not_needed` then combine the bound with this probe.

The theorems concern orthogonality of output vectors. The step from there to an experiment rests on a consequence of the measurement postulate: pure states can be distinguished with certainty in one shot exactly when they are orthogonal. Noisy gates, mixed probes and repeated uses of the device lie beyond the model.

Unitarity matters. Take U = 1 and V = diag(2, −1/2). The probe x = (1, 2)/√5 gives Vx = (2, −1)/√5, which is orthogonal to x, yet tr(U†V) = 3/2. So it is not enough for V to be Hermitian with a determinant of modulus one.

The criterion should not be carried over to two-qubit gates either. The controlled-Z gate diag(1, 1, 1, −1) has trace 2, but it sends (0, 0, 1, 1)/√2 to a state orthogonal to it, and so is perfectly distinguishable from the identity.
